# The phase gate of an idempotent P is exp(iφ)P + exp(−iφ)(1 − P)

The phase gate exp(iφ(2P − 1)), with φ real, multiplies the range of P by exp(iφ) and the range of 1 − P by exp(−iφ). The theorem states this as the identity exp(iφ(2P − 1)) = exp(iφ)P + exp(−iφ)(1 − P) in a complete normed algebra over the complex numbers. Of P it assumes only P² = P, so P need not be self-adjoint, and the algebra need not be finite-dimensional. The proof first shows by induction that (2P − 1)ⁿ = P + (−1)ⁿ(1 − P). It then compares the exponential series of iφ(2P − 1), term by term, with the sum of the scalar series for exp(iφ) and exp(−iφ), multiplied by P and 1 − P.

This version doesn't compile in Lean 4 with Mathlib:

```lean
import Mathlib

open Polynomial

noncomputable section

namespace PhaseGateEq

universe u

section Circuit

variable {A : Type u} [NormedRing A] [NormedAlgebra ℂ A]

/-- The projector-controlled phase gate `exp(i φ (2P - 1))`. -/
def phaseGate (P : A) (φ : ℝ) : A :=
  NormedSpace.exp ((Complex.I * (φ : ℂ)) • (2 * P - 1))

end Circuit

section Algebra

variable {A : Type u} [NormedRing A] [NormedAlgebra ℂ A] [CompleteSpace A]

/-- For idempotent `P`, the phase gate multiplies the range of `P` by `exp(iφ)` and the
range of `1 - P` by `exp(-iφ)`. -/
theorem phaseGate_eq {P : A} (hP : P * P = P) (φ : ℝ) :
    phaseGate P φ = Complex.exp (Complex.I * (φ : ℂ)) • P
      + Complex.exp (-(Complex.I * (φ : ℂ))) • (1 - P) := by
  have h1 : P * (2 * P - 1) = P := by
    have e : P * (2 * P - 1) = P + 2 * (P * P - P) := by noncomm_ring
    rw [e, hP, sub_self, mul_zero, add_zero]
  have h2 : (1 - P) * (2 * P - 1) = -(1 - P) := by
    have e : (1 - P) * (2 * P - 1) = -(1 - P) + 2 * (P - P * P) := by noncomm_ring
    rw [e, hP, sub_self, mul_zero, add_zero]
  -- powers of the reflection 2P - 1
  have hpow : ∀ n : ℕ, (2 * P - 1) ^ n = P + ((-1 : ℂ) ^ n) • (1 - P) := by
    intro n
    induction n with
    | zero => simp
    | succ n ih =>
      rw [pow_succ, ih, add_mul, smul_mul_assoc, h1, h2, pow_succ, mul_neg_one,
        neg_smul, smul_neg]
  have hc : ∀ w : ℂ, HasSum (fun n : ℕ => ((n.factorial : ℂ)⁻¹ * w ^ n))
      (Complex.exp w) := by
    intro w
    rw [Complex.exp_eq_exp_ℂ]
    simpa only [smul_eq_mul] using NormedSpace.exp_series_hasSum_exp' (𝕂 := ℂ) w
  -- the exponential series splits into two scalar series
  unfold phaseGate
  refine (NormedSpace.exp_series_hasSum_exp' (𝕂 := ℂ) _).unique ?_
  convert ((hc (Complex.I * (φ : ℂ))).smul_const P).add
    ((hc (-(Complex.I * (φ : ℂ)))).smul_const (1 - P)) using 1
  funext n
  rw [smul_pow, hpow, neg_pow (Complex.I * (φ : ℂ)) n]
  module

end Algebra

end PhaseGateEq
```

The error:

```
Main.lean:55:6: error: Ambiguous term
  smul_pow
Possible interpretations:
  _root_.smul_pow : ∀ (r : ?m.489) (x : ?m.490) (n : ℕ), (r • x) ^ n = r ^ n • x ^ n
  
  Polynomial.smul_pow : ?m.491 → ℕ → ?m.489 → ?m.491
Main.lean:29:58: error: unsolved goals
A : Type u
inst✝² : NormedRing A
inst✝¹ : NormedAlgebra ℂ A
inst✝ : CompleteSpace A
P : A
hP : P * P = P
φ : ℝ
h1 : P * (2 * P - 1) = P
h2 : (1 - P) * (2 * P - 1) = -(1 - P)
hpow : ∀ (n : ℕ), (2 * P - 1) ^ n = P + (-1) ^ n • (1 - P)
hc : ∀ (w : ℂ), HasSum (fun n => (↑n.factorial)⁻¹ * w ^ n) (Complex.exp w)
n : ℕ
⊢ (↑n.factorial)⁻¹ • ((Complex.I * ↑φ) • (2 * P - 1)) ^ n =
    ((↑n.factorial)⁻¹ * (Complex.I * ↑φ) ^ n) • P + ((↑n.factorial)⁻¹ * (-(Complex.I * ↑φ)) ^ n) • (1 - P)
```

Cause. The first message says that the name `smul_pow` is ambiguous. Because the file has `open Polynomial`, the short name can mean either `_root_.smul_pow` or `Polynomial.smul_pow`. The first is the lemma the proof needs, `(r • x) ^ n = r ^ n • x ^ n`. The second, by the type shown, is a function that returns an element and not an equation, so it is of no use for this rewrite. Lean does not choose between them, and the `rw` fails.

The second message is a consequence of the first. Its goal is the equality of the n-th terms of the two series, and the left side still contains `((Complex.I * ↑φ) • (2 * P - 1)) ^ n`, which `smul_pow` was meant to split.

The diff writes `_root_.smul_pow`, which can only mean the general lemma. The rewrite then separates out `(2 * P - 1) ^ n`, to which `hpow` applies. `neg_pow` takes the sign out of the power of `-(Complex.I * ↑φ)`, and `module` proves the equality that remains.

The repair, with which the file compiles:

```diff
@@ -53,5 +53,5 @@
     ((hc (-(Complex.I * (φ : ℂ)))).smul_const (1 - P)) using 1
   funext n
-  rw [smul_pow, hpow, neg_pow (Complex.I * (φ : ℂ)) n]
+  rw [_root_.smul_pow, hpow, neg_pow (Complex.I * (φ : ℂ)) n]
   module
 
```
